# A radial function at a nearby energy makes the overlap with u and u′ nearly singular at fourth order, if u″ is bounded

Take the curve u(t) = (1, t, t²/2) in three-dimensional space, and compare three vectors: u(0) = (1, 0, 0), its derivative u′(0) = (0, 1, 0), and u(0.1) = (1, 0.1, 0.005). They are linearly independent, but only just:

u(0) + 0.1 u′(0) − u(0.1) = (0, 0, −0.005).

The squared norm of this combination is 2.5 × 10⁻⁵, while its coefficients (1, 0.1, −1) have squared length 2.01. The quotient, about 1.2 × 10⁻⁵, is an upper bound on the smallest eigenvalue of the matrix of inner products. Halving the step to 0.05 reduces the quotient by a factor of about sixteen.

In the LAPW method, u(E) is a radial function inside an atomic sphere at energy parameter E, and u′(E) is its energy derivative. One common kind of local orbital brings in a further radial function u(E+d), taken at a second energy parameter. The problems below bound the smallest overlap eigenvalue of these three bare functions, without the plane waves and without the boundary conditions that a full local orbital satisfies at the sphere. Within that model, they show how close energy parameters make the overlap matrix ill-conditioned. The result does not carry over to a full local orbital that has been normalised: its boundary conditions remove most of u(E) and u′(E) from u(E+d), and rescaling the small remainder can leave it well separated from both.

The orbitals live in an arbitrary real inner-product space `V`, which may be infinite-dimensional. No normalisation is assumed. The shift d is a pure number, the energy difference in a chosen unit, and the eigenvalues depend on that unit because u′ does.

```lean
import Mathlib

open Matrix

namespace LAPWLocalOrbitalOverlap

noncomputable section

variable {V : Type*} [NormedAddCommGroup V] [InnerProductSpace ℝ V]
```

For orbitals v₀, v₁, v₂, the overlap matrix S has the entries Sᵢⱼ = ⟨vᵢ, vⱼ⟩.

```lean
/-- The overlap (Gram) matrix of three real orbitals. -/
def overlap (v : Fin 3 → V) : Matrix (Fin 3) (Fin 3) ℝ :=
  Matrix.of fun i j => inner ℝ (v i) (v j)
```

## (a) Symmetry of the overlap

Show that the overlap matrix equals its transpose:

Sᵢⱼ = Sⱼᵢ.

**Solution.** A real inner product is symmetric, so ⟨vᵢ, vⱼ⟩ = ⟨vⱼ, vᵢ⟩. In Lean the property is `IsHermitian`; complex conjugation does nothing to real entries, and `real_inner_comm` supplies the symmetry.

```lean
/-- The overlap matrix is Hermitian. -/
theorem overlap_isHermitian (v : Fin 3 → V) : (overlap v).IsHermitian :=
  Matrix.IsHermitian.ext fun i j => by
    simp only [overlap, Matrix.of_apply, star_trivial]
    exact real_inner_comm _ _
```

S therefore has three real eigenvalues λ₀, λ₁, λ₂. The smallest, written λ_min, is defined as their infimum, which for three numbers is the minimum.

```lean
/-- The smallest eigenvalue of the overlap matrix of three orbitals. -/
def lowestEigenvalue (v : Fin 3 → V) : ℝ :=
  ⨅ i, (overlap_isHermitian v).eigenvalues i
```

## (b) The quadratic form as a squared norm

For real coefficients c = (c₀, c₁, c₂), show that

c · Sc = ‖c₀v₀ + c₁v₁ + c₂v₂‖².

**Solution.** Expand the right side by bilinearity:

⟨Σᵢ cᵢvᵢ, Σⱼ cⱼvⱼ⟩ = Σᵢⱼ cᵢcⱼ⟨vᵢ, vⱼ⟩ = Σᵢ cᵢ(Sc)ᵢ.

The Lean proof writes out the sums over three indices, and `ring` compares the terms.

```lean
/-- The quadratic form of the overlap matrix is the squared norm of the combined orbital. -/
theorem overlap_quadratic (v : Fin 3 → V) (c : Fin 3 → ℝ) :
    c ⬝ᵥ (overlap v *ᵥ c) = ‖∑ i, c i • v i‖ ^ 2 := by
  rw [← real_inner_self_eq_norm_sq]
  simp only [overlap, Matrix.of_apply, dotProduct, Matrix.mulVec, Fin.sum_univ_three,
    inner_add_left, inner_add_right, real_inner_smul_left, real_inner_smul_right]
  ring
```

## (c) Two notations for one product

For coefficient vectors p and q in Euclidean space, show that

⟨p, q⟩ = p₀q₀ + p₁q₁ + p₂q₂.

**Solution.** This is the definition of the Euclidean inner product. Lean needs the statement because eigenvectors have the type `EuclideanSpace ℝ (Fin 3)`, while matrices act on plain functions `Fin 3 → ℝ`; `ofLp` passes from the first to the second.

```lean
/-- The Euclidean inner product of coefficient vectors is their dot product. -/
theorem inner_eq_dot (p q : EuclideanSpace ℝ (Fin 3)) :
    inner ℝ p q = p.ofLp ⬝ᵥ q.ofLp := by
  simp [PiLp.inner_apply, dotProduct, mul_comm]
```

## (d) The variational upper bound

Show that every coefficient vector c satisfies

λ_min (c · c) ≤ ‖Σᵢ cᵢvᵢ‖².

**Solution.** Let e₀, e₁, e₂ be orthonormal eigenvectors of S, with Seᵢ = λᵢeᵢ, and put aᵢ = ⟨eᵢ, c⟩. Since S is symmetric,

⟨eᵢ, Sc⟩ = ⟨Seᵢ, c⟩ = λᵢaᵢ.

Expanding in this basis gives

c · c = Σᵢ aᵢ²,

c · Sc = Σᵢ λᵢaᵢ² ≥ λ_min Σᵢ aᵢ².

With (b), this is the claim. In the proof, `hb` is the formula for ⟨eᵢ, Sc⟩, `sum_inner_mul_inner` performs the two expansions, and `Finset.sum_le_sum` compares them term by term.

```lean
/-- Variational principle: the smallest overlap eigenvalue times the squared length of any
coefficient vector is at most the squared norm of the combined orbital. -/
theorem lowestEigenvalue_mul_le (v : Fin 3 → V) (c : Fin 3 → ℝ) :
    lowestEigenvalue v * (c ⬝ᵥ c) ≤ ‖∑ i, c i • v i‖ ^ 2 := by
  have hA := overlap_isHermitian v
  have hT : (overlap v)ᵀ = overlap v := by
    ext i j
    exact real_inner_comm _ _
  let x : EuclideanSpace ℝ (Fin 3) := WithLp.toLp 2 c
  let y : EuclideanSpace ℝ (Fin 3) := WithLp.toLp 2 (overlap v *ᵥ c)
  -- the overlap matrix acts on each eigenvector component by its eigenvalue
  have hb : ∀ i, inner ℝ (hA.eigenvectorBasis i) y
      = hA.eigenvalues i * inner ℝ (hA.eigenvectorBasis i) x := by
    intro i
    rw [inner_eq_dot, inner_eq_dot]
    change (hA.eigenvectorBasis i).ofLp ⬝ᵥ (overlap v *ᵥ c)
      = hA.eigenvalues i * ((hA.eigenvectorBasis i).ofLp ⬝ᵥ c)
    rw [Matrix.dotProduct_mulVec, ← Matrix.mulVec_transpose, hT,
      hA.mulVec_eigenvectorBasis, smul_dotProduct, smul_eq_mul]
  have hxx : c ⬝ᵥ c = inner ℝ x x := (inner_eq_dot x x).symm
  have hxy : c ⬝ᵥ (overlap v *ᵥ c) = inner ℝ x y := (inner_eq_dot x y).symm
  rw [← overlap_quadratic, hxx, hxy, ← hA.eigenvectorBasis.sum_inner_mul_inner x x,
    ← hA.eigenvectorBasis.sum_inner_mul_inner x y, Finset.mul_sum]
  refine Finset.sum_le_sum fun i _ => ?_
  have hi : lowestEigenvalue v ≤ hA.eigenvalues i :=
    ciInf_le (Set.finite_range _).bddBelow i
  rw [hb i, real_inner_comm (hA.eigenvectorBasis i) x]
  nlinarith [mul_nonneg (sub_nonneg.2 hi)
    (mul_self_nonneg (inner ℝ (hA.eigenvectorBasis i) x))]
```

## (e) A criterion for a lower bound

Suppose a number m satisfies m(c · c) ≤ ‖Σᵢ cᵢvᵢ‖² for every c. Show that

m ≤ λ_min.

**Solution.** Choose c = eᵢ, a normalised eigenvector. Then c · c = 1, and by (b) the right side is eᵢ · Seᵢ = λᵢ. Hence m ≤ λᵢ for each i, and so m is at most the smallest of them. `h1` is the normalisation, and `h2` is the assumption evaluated at the eigenvector.

```lean
/-- A number m bounds the smallest overlap eigenvalue from below if every combined orbital
has squared norm at least m times the squared length of its coefficient vector. -/
theorem le_lowestEigenvalue (v : Fin 3 → V) (m : ℝ)
    (h : ∀ c : Fin 3 → ℝ, m * (c ⬝ᵥ c) ≤ ‖∑ i, c i • v i‖ ^ 2) :
    m ≤ lowestEigenvalue v := by
  refine le_ciInf fun i => ?_
  have hA := overlap_isHermitian v
  have h1 : (hA.eigenvectorBasis i).ofLp ⬝ᵥ (hA.eigenvectorBasis i).ofLp = 1 := by
    rw [← inner_eq_dot, real_inner_self_eq_norm_sq, hA.eigenvectorBasis.orthonormal.1 i,
      one_pow]
  have h2 := h (hA.eigenvectorBasis i).ofLp
  rw [← overlap_quadratic, hA.mulVec_eigenvectorBasis, dotProduct_smul, h1, smul_eq_mul,
    mul_one, mul_one] at h2
  exact h2
```

## (f) The error of linearising in energy

Let u be twice differentiable with ‖u″(t)‖ ≤ M for all real t. Show that

‖u(E) + d u′(E) − u(E+d)‖ ≤ M d²/2.

The constant M limits how strongly the radial function bends as its energy parameter changes. In Lean, `u'` and `u''` are separate functions, tied to u by the two `HasDerivAt` hypotheses. Continuity of u″ is not required.

**Solution.** For 0 ≤ s ≤ 1, define

g(s) = u(E+sd) − u(E) − s d u′(E).

Then g(0) = 0 and

g′(s) = d [u′(E+sd) − u′(E)].

The mean value inequality for u′ gives ‖u′(E+sd) − u′(E)‖ ≤ M s|d|, so

‖g′(s)‖ ≤ M d² s.

The function B(s) = M d² s²/2 also starts at zero and has derivative M d² s. A second mean value inequality, which compares ‖g‖ with B, gives ‖g(1)‖ ≤ B(1) = M d²/2. Since g(1) is the negative of the vector in the claim, the two norms agree.

The factor s has to be kept. If ‖g′(s)‖ is bounded by its worst value M d² over the whole interval, the error bound doubles, and the eigenvalue bound built on it becomes four times too large.

In Lean, `hf` differentiates g, `hB` differentiates B, `hbound` is the estimate on g′, and `image_norm_le_of_norm_deriv_right_le_deriv_boundary` makes the comparison.

```lean
/-- Linearizing an orbital in energy leaves an error of norm at most M d² / 2 when its second
energy derivative has norm at most M. -/
theorem linearization_error {u u' u'' : ℝ → V} {M : ℝ}
    (hu : ∀ t, HasDerivAt u (u' t) t) (hu' : ∀ t, HasDerivAt u' (u'' t) t)
    (hM : ∀ t, ‖u'' t‖ ≤ M) (E d : ℝ) :
    ‖u E + d • u' E - u (E + d)‖ ≤ M * d ^ 2 / 2 := by
  have hf : ∀ t : ℝ, HasDerivAt (fun s : ℝ => u (E + s * d) - u E - (s * d) • u' E)
      (d • u' (E + t * d) - d • u' E) t := by
    intro t
    have hl : HasDerivAt (fun s : ℝ => s * d) d t := hasDerivAt_mul_const d
    have hc : HasDerivAt (fun s : ℝ => u (E + s * d)) (d • u' (E + t * d)) t :=
      HasDerivAt.scomp t (hu (E + t * d)) (hl.const_add E)
    exact (hc.sub_const (u E)).fun_sub (hl.smul_const (u' E))
  have hB : ∀ t : ℝ, HasDerivAt (fun s : ℝ => M * d ^ 2 / 2 * (s * s)) (M * d ^ 2 * t) t :=
    fun t => (((hasDerivAt_id' t).fun_mul (hasDerivAt_id' t)).const_mul
      (M * d ^ 2 / 2)).congr_deriv (by ring)
  -- d times the change in u' over the energy shift t * d has norm at most M * d ^ 2 * t
  have hbound : ∀ t ∈ Set.Ico (0 : ℝ) 1,
      ‖d • u' (E + t * d) - d • u' E‖ ≤ M * d ^ 2 * t := by
    intro t ht
    have hL : ‖u' (E + t * d) - u' E‖ ≤ M * ‖E + t * d - E‖ :=
      Convex.norm_image_sub_le_of_norm_hasDerivWithin_le
        (fun s _ => (hu' s).hasDerivWithinAt) (fun s _ => hM s) convex_univ
        (Set.mem_univ _) (Set.mem_univ _)
    rw [add_sub_cancel_left, norm_mul, Real.norm_of_nonneg ht.1, Real.norm_eq_abs] at hL
    rw [← smul_sub, norm_smul, Real.norm_eq_abs]
    calc |d| * ‖u' (E + t * d) - u' E‖ ≤ |d| * (M * (t * |d|)) :=
          mul_le_mul_of_nonneg_left hL (abs_nonneg d)
      _ = M * d ^ 2 * t := by rw [← sq_abs d]; ring
  have h := image_norm_le_of_norm_deriv_right_le_deriv_boundary
    (fun t _ => (hf t).continuousAt.continuousWithinAt)
    (fun t _ => (hf t).hasDerivWithinAt) (by simp) hB hbound
    (Set.right_mem_Icc.2 zero_le_one)
  rw [norm_sub_rev, ← sub_sub]
  simpa using h
```

## (g) The fourth-order bound

Under the same hypotheses, show that the overlap matrix of u(E), u′(E) and u(E+d) satisfies, for every real E and d,

λ_min ≤ M² d⁴ / (4(2 + d²)).

**Solution.** Use c = (1, d, −1) in (d). Its squared length is 1 + d² + 1 = 2 + d², and the combined orbital is the vector estimated in (f). Hence

λ_min (2 + d²) ≤ ‖u(E) + d u′(E) − u(E+d)‖² ≤ M² d⁴/4,

and division by 2 + d² finishes the argument. The normalised trial vector is (1, d, −1)/√(2 + d²); the code keeps the unnormalised one and carries its squared length in `hc`. The step `hs` identifies the combination, and `hsq` squares the estimate from (f).

At d = 0 the bound is zero, and so is λ_min, because the same orbital appears twice. For large d it grows like M²d²/4 and says little about near-dependence.

```lean
/-- If the second energy derivative of u has norm at most M, the overlap matrix of u(E), u'(E) and
u(E+d) has smallest eigenvalue at most M² d⁴ / (4 (2 + d²)). -/
theorem lowestEigenvalue_le_fourth_order {u u' u'' : ℝ → V} {M : ℝ}
    (hu : ∀ t, HasDerivAt u (u' t) t) (hu' : ∀ t, HasDerivAt u' (u'' t) t)
    (hM : ∀ t, ‖u'' t‖ ≤ M) (E d : ℝ) :
    lowestEigenvalue ![u E, u' E, u (E + d)] ≤ M ^ 2 * d ^ 4 / (4 * (2 + d ^ 2)) := by
  -- trial coefficients: the linearized orbital minus the orbital at the shifted energy
  have h := lowestEigenvalue_mul_le ![u E, u' E, u (E + d)] ![1, d, -1]
  have hc : (![1, d, -1] : Fin 3 → ℝ) ⬝ᵥ ![1, d, -1] = 2 + d ^ 2 := by
    simp [dotProduct, Fin.sum_univ_three]
    ring
  have hs : ∑ i, (![1, d, -1] : Fin 3 → ℝ) i • (![u E, u' E, u (E + d)] : Fin 3 → V) i
      = u E + d • u' E - u (E + d) := by
    simp [Fin.sum_univ_three, sub_eq_add_neg]
  rw [hc, hs] at h
  have hsq := pow_le_pow_left₀ (norm_nonneg _) (linearization_error hu hu' hM E d) 2
  rw [le_div_iff₀ (by positivity)]
  nlinarith [h, hsq]
```

## (h) A parabola that attains the bound

Let M ≥ 0, let d be real, and let K ≥ M d²/2. Put k = M d²/(2(2 + d²)) and consider the parabola

q(t) = (k, K, 0) + t (kd, 0, K) + (t²/2) (−M, 0, 0).

Its slope and the curve itself are defined as follows.

```lean
/-- The energy derivative of the extremal parabola. -/
def extremalSlope (M d K t : ℝ) : EuclideanSpace ℝ (Fin 3) :=
  !₂[M * d ^ 2 / (2 * (2 + d ^ 2)) * d, 0, K] + t • !₂[-M, 0, 0]

/-- A parabola of orbitals in three-dimensional space, with energy parameter t. -/
def extremalCurve (M d K t : ℝ) : EuclideanSpace ℝ (Fin 3) :=
  !₂[M * d ^ 2 / (2 * (2 + d ^ 2)), K, 0]
    + t • !₂[M * d ^ 2 / (2 * (2 + d ^ 2)) * d, 0, K] + (t ^ 2 / 2) • !₂[-M, 0, 0]
```

Show that q″ has norm M everywhere, and that the overlap matrix of q(0), q′(0) and q(d) has

λ_min = M² d⁴ / (4(2 + d²)).

**Solution.** Differentiating twice gives q″ = (−M, 0, 0), of norm M because M ≥ 0. Part (g) at E = 0 then gives "≤".

For "≥", note that M d²/2 = k(2 + d²). The three vectors are therefore

q(0) = (k, K, 0), q′(0) = (kd, 0, K), q(d) = (−k, K, dK).

With x = c₀ + c₂ and y = c₁ + dc₂, the combined orbital is

(k(c₀ + dc₁ − c₂), Kx, Ky).

Multiplying out confirms the identity

(2 + d²)(c · c) = (c₀ + dc₁ − c₂)² + (2 + d²)(x² + y²) − (x + dy)².

It follows that

‖Σᵢ cᵢvᵢ‖² − k²(2 + d²)(c · c) = [K² − k²(2 + d²)](x² + y²) + k²(x + dy)².

Since K ≥ k(2 + d²) ≥ 0 and 2 + d² ≥ 1, we have K² ≥ k²(2 + d²)² ≥ k²(2 + d²), so the right side is non-negative. Part (e) gives λ_min ≥ k²(2 + d²), which is the stated value.

In Lean, `hv` is the combined orbital, `hkK` is the inequality for K², `hval` rewrites the target value, and the last `nlinarith` receives the two non-negative terms of the difference.

The parabola depends on d, so sharpness holds for each shift separately. K may stay fixed as d tends to zero. The orbitals then keep norms of at least K, and for K > 0 the small eigenvalue comes from their near-dependence and not from short vectors.

```lean
/-- The fourth-order bound is sharp: for M ≥ 0 and K ≥ M d² / 2 the extremal parabola has
second derivative of norm M and attains the bound at E = 0. -/
theorem fourth_order_bound_attained {M d K : ℝ} (hM : 0 ≤ M) (hK : M * d ^ 2 / 2 ≤ K) :
    (∀ t, HasDerivAt (extremalCurve M d K) (extremalSlope M d K t) t) ∧
    (∀ t, HasDerivAt (extremalSlope M d K) !₂[-M, 0, 0] t) ∧
    ‖(!₂[-M, 0, 0] : EuclideanSpace ℝ (Fin 3))‖ = M ∧
    lowestEigenvalue ![extremalCurve M d K 0, extremalSlope M d K 0, extremalCurve M d K d]
      = M ^ 2 * d ^ 4 / (4 * (2 + d ^ 2)) := by
  have hlin : ∀ (b : EuclideanSpace ℝ (Fin 3)) (t : ℝ),
      HasDerivAt (fun s : ℝ => s • b) b t := fun b t => by
    simpa using (hasDerivAt_id' t).smul_const b
  have h1 : ∀ t, HasDerivAt (extremalCurve M d K) (extremalSlope M d K t) t := by
    intro t
    have h : HasDerivAt (fun s : ℝ => s ^ 2 / 2) t t :=
      ((hasDerivAt_pow 2 t).div_const 2).congr_deriv (by norm_num)
    exact ((hlin _ t).const_add _).fun_add (h.smul_const _)
  have h2 : ∀ t, HasDerivAt (extremalSlope M d K) !₂[-M, 0, 0] t :=
    fun t => (hlin _ t).const_add _
  have hn : ∀ x y z : ℝ, ‖(!₂[x, y, z] : EuclideanSpace ℝ (Fin 3))‖ ^ 2
      = x ^ 2 + y ^ 2 + z ^ 2 := by
    intro x y z
    simp [EuclideanSpace.norm_sq_eq, Fin.sum_univ_three]
  have h3 : ‖(!₂[-M, 0, 0] : EuclideanSpace ℝ (Fin 3))‖ = M := by
    rw [← sq_eq_sq₀ (norm_nonneg _) hM, hn]
    ring
  refine ⟨h1, h2, h3, le_antisymm ?_ ?_⟩
  · have h := lowestEigenvalue_le_fourth_order h1 h2 (fun _ => h3.le) 0 d
    rw [zero_add] at h
    exact h
  · obtain ⟨k, hk⟩ : ∃ k, k = M * d ^ 2 / (2 * (2 + d ^ 2)) := ⟨_, rfl⟩
    have hq : M * d ^ 2 / 2 = k * (2 + d ^ 2) := by
      rw [hk]
      field_simp
    have hval : M ^ 2 * d ^ 4 / (4 * (2 + d ^ 2)) = k ^ 2 * (2 + d ^ 2) := by
      rw [hk]
      field_simp
      ring
    have hkK : k ^ 2 * (2 + d ^ 2) ≤ K ^ 2 := by
      have h := pow_le_pow_left₀ (by positivity) hK 2
      rw [hq] at h
      nlinarith [h, mul_nonneg (sq_nonneg k)
        (by positivity : (0 : ℝ) ≤ (2 + d ^ 2) * (1 + d ^ 2))]
    rw [hval]
    refine le_lowestEigenvalue _ _ fun c => ?_
    -- the first component sees only the coefficient direction (1, d, -1)
    have hv : ∑ i, c i • (![extremalCurve M d K 0, extremalSlope M d K 0,
        extremalCurve M d K d] : Fin 3 → EuclideanSpace ℝ (Fin 3)) i
        = !₂[k * (c 0 + d * c 1 - c 2), K * (c 0 + c 2), K * (c 1 + d * c 2)] := by
      simp only [extremalCurve, extremalSlope, ← hk]
      ext i
      fin_cases i
      · simp [Fin.sum_univ_three]
        linear_combination (-c 2) * hq
      · simp [Fin.sum_univ_three]
        ring
      · simp [Fin.sum_univ_three]
        ring
    rw [hv, hn]
    simp only [dotProduct, Fin.sum_univ_three]
    nlinarith [mul_nonneg (sub_nonneg.2 hkK)
      (add_nonneg (sq_nonneg (c 0 + c 2)) (sq_nonneg (c 1 + d * c 2))),
      sq_nonneg (k * (c 0 + c 2 + d * (c 1 + d * c 2)))]

end

end LAPWLocalOrbitalOverlap
```

```lean
#print axioms LAPWLocalOrbitalOverlap.fourth_order_bound_attained
```

```
'LAPWLocalOrbitalOverlap.fourth_order_bound_attained' depends on axioms: [propext, Classical.choice, Quot.sound]
```
